# The ħ² correction to Moyal powers of H = p²/2 + V(x) for polynomial V

## Filling levels in a potential that varies

Fill the levels of non-interacting fermions in one dimension up to a chemical potential μ. The one-particle density matrix is then a step function of the Hamiltonian operator. Thomas-Fermi theory replaces it by the same step function of the classical energy H(x, p) and integrates over p to get the density.

This replacement ignores the fact that position and momentum do not commute. In phase space, operator products become Moyal products, and a function of H built from Moyal products can differ from the ordinary function of H. There is no difference at order ħ; the correction at order ħ² contains derivatives of V. It can be computed exactly when both the function and the potential are polynomials.

## The truncated product and the correction

Subscripts x and p denote partial derivatives. For phase-space polynomials f and g, define

{f, g} = f_x g_p − f_p g_x

P₂(f, g) = f_xx g_pp − 2 f_xp g_xp + f_pp g_xx.

Up to order ħ², the Moyal product is

f ⋆ g = fg + (iħ/2){f, g} − (ħ²/8) P₂(f, g).

It extends to symbols with their own ħ corrections by collecting powers of ħ and dropping ħ³ and beyond.

Let H = p²/2 + V(x), with unit mass, and let g(t) be a polynomial. Write g⋆(H) for g with every power of H taken as a star power. Then, up to order ħ²,

g⋆(H) = g(H) + ħ² G(g)

G(g) = −g''(H) V''/8 − g'''(H)(V'² + p²V'')/24.

There is no term in ħ. The n-fold star power is the case g(t) = tⁿ.

## Why bracketing does not matter

Let Πᵢⱼ be the Poisson operation acting on factors i and j of a triple product fgh. Partial derivatives commute, so P₂ is this operation applied twice. At order ħ, both (f ⋆ g) ⋆ h and f ⋆ (g ⋆ h) give i/2 times Π₁₂ + Π₁₃ + Π₂₃, by the product rule. At order ħ², the left bracketing gives −1/8 times

(Π₁₃ + Π₂₃)² + Π₁₂² + 2(Π₁₃ + Π₂₃)Π₁₂,

and the right bracketing gives −1/8 times

(Π₁₂ + Π₁₃)² + Π₂₃² + 2(Π₁₂ + Π₁₃)Π₂₃.

Both are (Π₁₂ + Π₁₃ + Π₂₃)². Terms containing the factors' own ħ corrections agree by the lower-order identities. The truncated product is therefore associative.

## One more factor of H

Suppose the corrected symbol g(H) + ħ²G(g) is known. Multiply it from the left by H. The derivatives needed are

H_x = V', H_p = p, H_xx = V'', H_xp = 0, H_pp = 1.

The order-ħ term vanishes, because

{H, g(H)} = V' · p g'(H) − p · V' g'(H) = 0.

For the next order, the chain rule gives

g(H)_pp = g'(H) + p² g''(H)

g(H)_xx = V'' g'(H) + V'² g''(H).

Hence

P₂(H, g(H)) = 2V'' g'(H) + (V'² + p²V'') g''(H),

and the ħ² coefficient of the product is

H G(g) − V'' g'(H)/4 − (V'² + p²V'') g''(H)/8.

On the other side, (tg)'' = tg'' + 2g' and (tg)''' = tg''' + 3g''. Substituting these into G(tg) gives exactly the same expression. Star multiplication by H thus takes the corrected symbol of g(t) to that of t g(t).

The zeroth star power is 1, and G(1) = 0. Induction gives every tⁿ, and linearity of G in g gives every polynomial.

## Small powers, a linear potential and a term in xp

For n = 0 and n = 1 the correction is zero. The next two coefficients are

n = 2: −V''/4

n = 3: −(V'² + p²V'' + 3HV'')/4.

For a linear potential V = Fx, the square has no correction, while the cube has −F²/4. For constant V every correction vanishes.

The formula can fail if the potential also depends on p. Take H = p²/2 + xp. Then H_xx = 0, H_xp = 1 and H_pp = 1, so P₂(H, H) = −2 and the square has ħ² coefficient +1/4. Putting xp in the place of V in the formula would give zero, since its second x derivative vanishes.

## From polynomials to the Fermi step

Put g(t) = θ(μ − t) formally into G. Its second and third derivatives are −δ'(t − μ) and −δ''(t − μ), which gives

G = δ'(H − μ) V''/8 + δ''(H − μ)(V'² + p²V'')/24.

These are the delta-derivative terms behind the gradient correction to the Thomas-Fermi density of non-interacting fermions in one dimension. The substitution is heuristic: the theorems treat polynomial g and take no distributional limit.

## The statement in Lean

`Phase` is the ring of complex polynomials in two variables, with `X 0` for x and `X 1` for p. A `Series` holds the coefficients of 1, ħ and ħ² in `c0`, `c1` and `c2`; ħ itself is not a variable. The definition `moyal` fixes the sign convention of the product given above, and `classical f` is a symbol with no ħ corrections.

The potential is a one-variable polynomial `V`, and `inX V` places it in phase space. `ham V` is H, and `gradCorr V g` is G(g). `starPow` multiplies repeatedly from the left, starting from 1, and `starFun` sums star powers with the coefficients of g. Neither definition contains the gradient formula.

The theorem `starPow_ham` gives all three coefficients of the n-fold star power, for every natural number n and every complex polynomial V. `starFun_ham` does the same for every polynomial g. Real polynomial potentials are included; Coulomb potentials, higher dimensions and orders beyond ħ² are not. The Moyal product is taken as a definition, without deriving it from operators on a Hilbert space.

```lean
import Mathlib

open MvPolynomial (C X pderiv)
open Polynomial (derivative aeval)

namespace MoyalGradientExpansion

noncomputable section

/-- Complex polynomials on phase space; `X 0` is the position x and `X 1` the momentum p. -/
abbrev Phase := MvPolynomial (Fin 2) ℂ

/-- The partial derivative with respect to position. -/
def dx : Derivation ℂ Phase Phase := pderiv 0

/-- The partial derivative with respect to momentum. -/
def dp : Derivation ℂ Phase Phase := pderiv 1

/-- A phase-space symbol `c0 + ħ c1 + ħ² c2`, known up to second order in ħ. -/
@[ext] structure Series where
  c0 : Phase
  c1 : Phase
  c2 : Phase

/-- The Poisson bracket of two phase-space polynomials. -/
def poisson (f g : Phase) : Phase := dx f * dp g - dp f * dx g

/-- The second-order bidifferential expression `f_xx g_pp - 2 f_xp g_xp + f_pp g_xx`. -/
def poisson2 (f g : Phase) : Phase :=
  dx (dx f) * dp (dp g) - 2 * (dx (dp f) * dx (dp g)) + dp (dp f) * dx (dx g)

/-- The Moyal product of two symbols, truncated after ħ². -/
def moyal (a b : Series) : Series where
  c0 := a.c0 * b.c0
  c1 := a.c0 * b.c1 + a.c1 * b.c0 + C (Complex.I / 2) * poisson a.c0 b.c0
  c2 := a.c0 * b.c2 + a.c1 * b.c1 + a.c2 * b.c0
    + C (Complex.I / 2) * (poisson a.c0 b.c1 + poisson a.c1 b.c0)
    - C (1 / 8) * poisson2 a.c0 b.c0

local infixl:70 " ⋆ " => moyal

/-- A classical phase-space polynomial, seen as a symbol without ħ corrections. -/
def classical (f : Phase) : Series := ⟨f, 0, 0⟩

/-- The n-fold Moyal power of a symbol. -/
def starPow (a : Series) : ℕ → Series
  | 0 => classical 1
  | n + 1 => a ⋆ starPow a n

/-- The polynomial function g of a symbol, with every power taken as a Moyal power. -/
def starFun (a : Series) (g : Polynomial ℂ) : Series where
  c0 := g.sum fun n c => C c * (starPow a n).c0
  c1 := g.sum fun n c => C c * (starPow a n).c1
  c2 := g.sum fun n c => C c * (starPow a n).c2

/-- A polynomial of one variable, evaluated at the position x. -/
def inX (V : Polynomial ℂ) : Phase := aeval (X 0 : Phase) V

/-- The Hamiltonian `H = p²/2 + V(x)`. -/
def ham (V : Polynomial ℂ) : Phase := C (1 / 2) * X 1 ^ 2 + inX V

/-- The gradient correction `-g''(H) V''/8 - g'''(H) (V'² + p² V'')/24`. -/
def gradCorr (V g : Polynomial ℂ) : Phase :=
  -(C (1 / 8) * (aeval (ham V) (derivative (derivative g)) * inX (derivative (derivative V))))
  - C (1 / 24) * (aeval (ham V) (derivative (derivative (derivative g)))
      * (inX (derivative V) ^ 2 + X 1 ^ 2 * inX (derivative (derivative V))))

/-- Position and momentum derivatives commute. -/
theorem dp_dx_comm (f : Phase) : dp (dx f) = dx (dp f) := by
  have h : (⁅dp, dx⁆ : Derivation ℂ Phase Phase) = 0 :=
    MvPolynomial.derivation_ext fun i => by
      fin_cases i <;>
        simp [Derivation.commutator_apply, dx, dp, MvPolynomial.pderiv_X]
  exact sub_eq_zero.mp (by rw [← Derivation.commutator_apply, h]; rfl)

/-- The Moyal product truncated after ħ² is associative. -/
theorem moyal_assoc (a b c : Series) : a ⋆ b ⋆ c = a ⋆ (b ⋆ c) := by
  obtain ⟨f, f1, f2⟩ := a
  obtain ⟨g, g1, g2⟩ := b
  obtain ⟨h, h1, h2⟩ := c
  have hx : ∀ z : ℂ, dx (C z) = 0 := fun z => by simp [dx]
  have hp : ∀ z : ℂ, dp (C z) = 0 := fun z => by simp [dp]
  have hc : (C (Complex.I / 2) * C (Complex.I / 2) : Phase) = -2 * C (1 / 8) := by
    have e : Complex.I / 2 * (Complex.I / 2) = -(1 / 8 + 1 / 8) := by
      linear_combination (1 / 4) * Complex.I_sq
    rw [← MvPolynomial.C_mul, e, map_neg, map_add]
    ring
  refine Series.ext ?_ ?_ ?_
  · simp only [moyal]
    ring
  · simp only [moyal, poisson, Derivation.leibniz, smul_eq_mul]
    ring
  · simp only [moyal, poisson, poisson2, map_add, map_sub, Derivation.leibniz, smul_eq_mul,
      hx, hp, dp_dx_comm]
    -- the nested Poisson brackets differ by {g, {h, f}}, the Jacobi identity
    linear_combination (dx g * (dx (dp h) * dp f + dx h * dp (dp f) - dp (dp h) * dx f
      - dp h * dx (dp f)) - dp g * (dx (dx h) * dp f + dx h * dx (dp f)
      - dx (dp h) * dx f - dp h * dx (dx f))) * hc

/-- The potential has position derivative V'(x) and no momentum derivative. -/
theorem deriv_potential (V : Polynomial ℂ) :
    dx (inX V) = inX (derivative V) ∧ dp (inX V) = 0 := by
  have h0 : dx (X 0) = 1 := MvPolynomial.pderiv_X_self 0
  have h1 : dp (X 0) = 0 := MvPolynomial.pderiv_X_of_ne (by decide)
  constructor
  · rw [inX, Derivation.map_aeval, h0, smul_eq_mul, mul_one, inX]
  · rw [inX, Derivation.map_aeval, h1, smul_zero]

/-- The Hamiltonian has position derivative V'(x) and momentum derivative p. -/
theorem deriv_ham (V : Polynomial ℂ) :
    dx (ham V) = inX (derivative V) ∧ dp (ham V) = X 1 := by
  have hx : dx (C (1 / 2)) = 0 := by simp [dx]
  have hp : dp (C (1 / 2)) = 0 := by simp [dp]
  have h0 : dx (X 1) = 0 := MvPolynomial.pderiv_X_of_ne (by decide)
  have h1 : dp (X 1) = 1 := MvPolynomial.pderiv_X_self 1
  have h2 : (C (1 / 2) + C (1 / 2) : Phase) = 1 := by
    rw [← map_add, add_halves, map_one]
  constructor
  · simp only [ham, pow_two, map_add, Derivation.leibniz, smul_eq_mul, hx, h0,
      (deriv_potential V).1]
    ring
  · simp only [ham, pow_two, map_add, Derivation.leibniz, smul_eq_mul, hp, h1,
      (deriv_potential V).2]
    linear_combination (X 1 : Phase) * h2

/-- Moyal multiplication by H turns the corrected symbol of g(t) into that of t g(t). -/
theorem moyal_ham_function (V g : Polynomial ℂ) :
    classical (ham V) ⋆ ⟨aeval (ham V) g, 0, gradCorr V g⟩
      = ⟨aeval (ham V) (Polynomial.X * g), 0, gradCorr V (Polynomial.X * g)⟩ := by
  have h0 : dx (X 1) = 0 := MvPolynomial.pderiv_X_of_ne (by decide)
  have h1 : dp (X 1) = 1 := MvPolynomial.pderiv_X_self 1
  have h8 : (C (1 / 8) : Phase) = 3 * C (1 / 24) := by
    rw [show (1 / 8 : ℂ) = 3 * (1 / 24) by norm_num, map_mul, map_ofNat]
  refine Series.ext ?_ ?_ ?_
  · simp only [moyal, classical, map_mul, Polynomial.aeval_X]
  · -- H Poisson-commutes with every function of H
    simp only [moyal, classical, poisson, Derivation.map_aeval, smul_eq_mul]
    ring
  · simp only [moyal, classical, poisson, poisson2, gradCorr, Derivation.map_aeval,
      (deriv_ham V).1, (deriv_ham V).2, (deriv_potential _).1, h0, h1,
      Derivation.leibniz, smul_eq_mul, Polynomial.derivative_mul, Polynomial.derivative_X,
      Polynomial.derivative_one, map_add, map_mul, map_zero, map_one, Polynomial.aeval_X]
    linear_combination (-(aeval (ham V) (derivative (derivative g))
      * (inX (derivative V) ^ 2 + X 1 ^ 2 * inX (derivative (derivative V))))) * h8

/-- The n-fold Moyal power of `H = p²/2 + V(x)` is Hⁿ with no term in ħ, and its ħ² term is
the gradient correction for `g(t) = tⁿ`. -/
theorem starPow_ham (V : Polynomial ℂ) (n : ℕ) :
    starPow (classical (ham V)) n = ⟨ham V ^ n, 0, gradCorr V (Polynomial.X ^ n)⟩ := by
  induction n with
  | zero => simp [starPow, classical, gradCorr]
  | succ n ih =>
    have h := moyal_ham_function V (Polynomial.X ^ n)
    rw [← pow_succ'] at h
    rw [starPow, ih]
    simpa only [map_pow, Polynomial.aeval_X] using h

/-- For every polynomial g, the Moyal function g of H is g(H) plus ħ² times the gradient
correction, up to second order in ħ. -/
theorem starFun_ham (V g : Polynomial ℂ) :
    starFun (classical (ham V)) g = ⟨aeval (ham V) g, 0, gradCorr V g⟩ := by
  -- the gradient correction is linear in g
  have h2 : g.sum (fun n c => C c * gradCorr V (Polynomial.X ^ n)) = gradCorr V g := by
    induction g using Polynomial.induction_on' with
    | add f g hf hg =>
      rw [Polynomial.sum_add_index, hf, hg]
      · simp only [gradCorr, map_add]
        ring
      · intro i
        rw [map_zero, zero_mul]
      · intro i b c
        rw [map_add, add_mul]
    | monomial n c =>
      rw [Polynomial.sum_monomial_index _ _ (by rw [map_zero, zero_mul]),
        ← Polynomial.C_mul_X_pow_eq_monomial]
      simp only [gradCorr, Polynomial.derivative_C_mul, map_mul, Polynomial.aeval_C,
        MvPolynomial.algebraMap_eq]
      ring
  refine Series.ext ?_ ?_ ?_
  · simp only [starFun, starPow_ham, Polynomial.aeval_def, Polynomial.eval₂_eq_sum,
      MvPolynomial.algebraMap_eq]
  · simp [starFun, starPow_ham, Polynomial.sum]
  · simp only [starFun, starPow_ham, h2]

/-- The gradient correction is `-V''/4` for the square of H and
`-(V'² + p² V'' + 3 H V'')/4` for the cube. -/
theorem gradCorr_square_cube (V : Polynomial ℂ) :
    gradCorr V (Polynomial.X ^ 2) = -(C (1 / 4) * inX (derivative (derivative V))) ∧
    gradCorr V (Polynomial.X ^ 3) = -(C (1 / 4) * (inX (derivative V) ^ 2
      + X 1 ^ 2 * inX (derivative (derivative V))
      + 3 * ham V * inX (derivative (derivative V)))) := by
  have h8 : (C (1 / 4) : Phase) = 2 * C (1 / 8) := by
    rw [show (1 / 4 : ℂ) = 2 * (1 / 8) by norm_num, map_mul, map_ofNat]
  have h24 : (C (1 / 4) : Phase) = 6 * C (1 / 24) := by
    rw [show (1 / 4 : ℂ) = 6 * (1 / 24) by norm_num, map_mul, map_ofNat]
  constructor
  · simp only [gradCorr, pow_succ, pow_zero, Polynomial.derivative_mul, Polynomial.derivative_X,
      Polynomial.derivative_one, map_add, map_mul, map_zero, map_one, Polynomial.aeval_X]
    linear_combination inX (derivative (derivative V)) * h8
  · simp only [gradCorr, pow_succ, pow_zero, Polynomial.derivative_mul, Polynomial.derivative_X,
      Polynomial.derivative_one, map_add, map_mul, map_zero, map_one, Polynomial.aeval_X]
    linear_combination (inX (derivative V) ^ 2 + X 1 ^ 2 * inX (derivative (derivative V))) * h24
      + 3 * ham V * inX (derivative (derivative V)) * h8

end

end MoyalGradientExpansion
```

```lean
#print axioms MoyalGradientExpansion.moyal_assoc
-- 'MoyalGradientExpansion.moyal_assoc' depends on axioms: [propext, Classical.choice, Quot.sound]
#print axioms MoyalGradientExpansion.moyal_ham_function
-- 'MoyalGradientExpansion.moyal_ham_function' depends on axioms: [propext, Classical.choice, Quot.sound]
#print axioms MoyalGradientExpansion.starFun_ham
-- 'MoyalGradientExpansion.starFun_ham' depends on axioms: [propext, Classical.choice, Quot.sound]
#print axioms MoyalGradientExpansion.gradCorr_square_cube
-- 'MoyalGradientExpansion.gradCorr_square_cube' depends on axioms: [propext, Classical.choice, Quot.sound]
```

## From derivatives to all polynomials

`dp_dx_comm` shows that the commutator of the two derivatives vanishes. This commutator is itself a derivation, so checking it on x and p is enough.

`moyal_assoc` compares the three coefficients separately. The first two follow from the product rule and `ring`. At order ħ² the proof also needs (i/2)² = −2/8, supplied by `hc`; its multiplier in `linear_combination` is {g, {h, f}}, the difference between the nested Poisson brackets {{f, g}, h} and {f, {g, h}}. The later theorems do not use associativity, but it shows that building powers from the left is no special choice.

`deriv_potential` and `deriv_ham` provide the first derivatives of V and H. The chain rule for a polynomial evaluated at a phase-space function is `Derivation.map_aeval`.

The central calculation is `moyal_ham_function`, the step from g(t) to t g(t). Its ħ coefficient is the vanishing bracket {H, g(H)}. For the ħ² coefficient, `simp only` expands the derivatives on both sides. The final `linear_combination` uses 1/8 = 3/24, which matches the g'' term from P₂ with the 3g'' in (tg)'''.

`starPow_ham` is the induction on n, with that step applied to tⁿ. In `starFun_ham`, the auxiliary statement `h2` proves linearity of the correction by checking sums and monomials; the star powers are then added coefficient by coefficient. Finally, `gradCorr_square_cube` differentiates t² and t³ and collects the numerical factors to give the two explicit corrections.
